# Isotopologue Sum Rule for Two Harmonic Sites Exchanged by Symmetry

Suppose the harmonic frequencies of H₂O, D₂O and HDO are computed from one Hessian, and a wrong mass slips into the HDO run. The output is still a plausible list of frequencies, and nothing in that list alone shows the fault. Comparing the three lists can reveal it: in the harmonic model, the squared frequencies of H₂O and D₂O together add up to twice those of HDO. This holds because a symmetry operation exchanges the two hydrogen sites.

## Force constants, masses and modes

Label a displacement coordinate by p = (i, α), with site i and Cartesian component α, and likewise q = (j, β). Let Φ be the real symmetric matrix of force constants, mᵢ > 0 the mass of site i, and M the diagonal matrix that carries mᵢ on every component of site i. A motion u cos ωt solves the harmonic equation of motion when

Φ u = ω² M u.

Put w = M^(1/2) u and multiply from the left by M^(−1/2):

D(m) w = ω² w, where D(m) = M^(−1/2) Φ M^(−1/2).

Multiplying by M^(1/2) leads back, so the two equations are equivalent. The squared frequencies are the eigenvalues of the dynamical matrix D(m).

All isotopologues share the same Φ. This is the Born–Oppenheimer picture, in which the potential energy surface does not depend on the nuclear masses.

## What is claimed

Choose two different sites a and b, and write (x, y) for the system with mass x on a, mass y on b and all other masses unchanged. Let T(x, y) be its sum of squared frequencies. Assume that Φ is invariant under an operation G that exchanges a and b, fixes every other site, and acts on the Cartesian components by an orthogonal matrix R. Then

T(h, h) + T(d, d) = 2 T(h, d),

and D for (h, d) has the same characteristic polynomial as D for (d, h). The two mixed species therefore have the same squared frequencies, with multiplicities.

## Derivation

**The sum is a trace.** The eigenvalues of a symmetric matrix add up to its trace, so

Σ ω² = Σₚ D(m)ₚₚ = Σₚ Φₚₚ / mᵢ, with p = (i, α).

**The trace is additive in the inverse masses.** Let A and B be the sums of Φₚₚ over the components of a and of b, and let C be the sum of Φₚₚ/mᵢ over all other sites. Then

T(x, y) = A/x + B/y + C,

T(h, h) + T(d, d) = (A + B)(1/h + 1/d) + 2C = T(h, d) + T(d, h).

The exchange symmetry has not been used so far.

**The symmetry relabels the masses.** Let σ be the exchange of a and b. The operation has the entries

Gₚq = Rαβ if i = σ(j), and 0 otherwise.

Write W(m) = M^(−1/2), and let m∘σ be the masses that give site j the value m_σ(j). Where Gₚq is nonzero, m_σ(j) = mᵢ, hence

G W(m∘σ) = W(m) G, and by transposition W(m∘σ) Gᵀ = Gᵀ W(m).

With the invariance G Φ Gᵀ = Φ this gives

G D(m∘σ) Gᵀ = W(m) G Φ Gᵀ W(m) = D(m).

**The mixed species agree.** G is orthogonal, because a permutation matrix and R both are. Taking (h, d) for m makes m∘σ equal to (d, h). The two dynamical matrices are thus orthogonally similar, with equal characteristic polynomials and equal traces. So T(d, h) = T(h, d), and the four-term relation becomes the sum rule.

## How the Lean objects map to the physics

`S` is the finite set of sites and `κ` the finite set of components. A `Mass` is a positive real by type, so positivity needs no separate hypothesis. `dynMatrix Φ m` is D(m), and `sqFreq` lists its eigenvalues. `substituted m a b x y` is the species (x, y), and `siteOp σ R` is G, built as a Kronecker product of a permutation matrix and R.

In `isotopologue_sum_rule`, `hΦ` says that Φ is symmetric, `hab` that the sites differ, `hR` that R is orthogonal, and `hsym` that Φ is invariant. With a single component and R = 1, the operation is a bare permutation of sites.

Φ need not be positive, so a squared frequency may be negative, as at a saddle point. Translations and rotations are not removed. For a free molecule at a stationary point they are zero modes and add nothing to the sums. The rule concerns harmonic frequencies, and anharmonic fundamentals need not obey it. It also concerns squares, so it gives no such relation for zero-point energies, which are linear in ω.

The condition that all other sites stay fixed is restrictive. Inversion of acetylene exchanges the carbons along with the hydrogens, so `isotopologue_sum_rule` does not apply there. The sum rule itself still holds, whatever the carbon masses: the invariance of Φ makes the diagonal blocks of the two hydrogen sites orthogonally similar, so their traces A and B, defined in the derivation, are equal, and T(h, d) = T(d, h). Equal carbon masses are needed for the stronger statement that the two mixed species share all their squared frequencies. In that case it follows from `dynMatrix_relabel` and `siteOp_orthogonal`, which accept any site permutation.

## The complete file

```lean
import Mathlib

open Matrix
open scoped Kronecker

namespace IsotopologueSumRule

noncomputable section

/-- A mass is a positive real number. -/
abbrev Mass := {x : ℝ // 0 < x}

variable {S κ : Type*} [Fintype S] [DecidableEq S] [Fintype κ] [DecidableEq κ]

/-- The diagonal matrix of inverse square roots of the site masses, acting on all
Cartesian components of each site. -/
def invSqrtMass (κ : Type*) [DecidableEq κ] (m : S → Mass) : Matrix (S × κ) (S × κ) ℝ :=
  diagonal fun p => (√(m p.1 : ℝ))⁻¹

/-- The dynamical matrix: the force constants `Φ` in mass-weighted coordinates. -/
def dynMatrix (Φ : Matrix (S × κ) (S × κ) ℝ) (m : S → Mass) : Matrix (S × κ) (S × κ) ℝ :=
  invSqrtMass κ m * Φ * invSqrtMass κ m

/-- The masses `m` with site `a` given mass `x` and site `b` given mass `y`. If `a = b`, that site
is given mass `x`. -/
def substituted (m : S → Mass) (a b : S) (x y : Mass) : S → Mass :=
  fun i => if i = a then x else if i = b then y else m i

/-- The matrix that moves site `j` to site `σ j`. -/
def sitePerm (σ : Equiv.Perm S) : Matrix S S ℝ :=
  of fun i j => if i = σ j then 1 else 0

/-- A linear operation on displacements: sites are permuted by `σ` and the Cartesian components are
transformed by `R`. -/
def siteOp (σ : Equiv.Perm S) (R : Matrix κ κ ℝ) : Matrix (S × κ) (S × κ) ℝ :=
  sitePerm σ ⊗ₖ R

/-- The dynamical matrix of symmetric force constants is Hermitian. -/
theorem dynMatrix_isHermitian {Φ : Matrix (S × κ) (S × κ) ℝ} (hΦ : Φ.IsSymm)
    (m : S → Mass) : (dynMatrix Φ m).IsHermitian := by
  refine Matrix.IsHermitian.ext fun p q => ?_
  simp only [dynMatrix, invSqrtMass, mul_diagonal, diagonal_mul, star_trivial]
  rw [hΦ.apply p q]
  ring

/-- The squared normal-mode frequencies: the eigenvalues of the dynamical matrix. -/
def sqFreq {Φ : Matrix (S × κ) (S × κ) ℝ} (hΦ : Φ.IsSymm) (m : S → Mass) : S × κ → ℝ :=
  (dynMatrix_isHermitian hΦ m).eigenvalues

/-- A displacement `u` solves the harmonic equation of motion `Φ u = ω² M u` exactly when its
mass-weighted form solves the eigenvalue equation of the dynamical matrix. -/
theorem mode_equation (Φ : Matrix (S × κ) (S × κ) ℝ) (m : S → Mass) (u : S × κ → ℝ)
    (ωsq : ℝ) :
    (∀ p, (dynMatrix Φ m *ᵥ fun q => √(m q.1 : ℝ) * u q) p = ωsq * (√(m p.1 : ℝ) * u p)) ↔
      ∀ p, (Φ *ᵥ u) p = ωsq * ((m p.1 : ℝ) * u p) := by
  have hne : ∀ i, √(m i : ℝ) ≠ 0 := fun i => (Real.sqrt_pos.mpr (m i).2).ne'
  -- mass weighting cancels on the right and leaves one factor on the left
  have key : ∀ p, (dynMatrix Φ m *ᵥ fun q => √(m q.1 : ℝ) * u q) p
      = (√(m p.1 : ℝ))⁻¹ * (Φ *ᵥ u) p := by
    intro p
    simp only [mulVec, dotProduct, dynMatrix, invSqrtMass, mul_diagonal, diagonal_mul,
      Finset.mul_sum]
    refine Finset.sum_congr rfl fun q _ => ?_
    have h : (√(m q.1 : ℝ))⁻¹ * √(m q.1 : ℝ) = 1 := inv_mul_cancel₀ (hne q.1)
    linear_combination ((√(m p.1 : ℝ))⁻¹ * Φ p q * u q) * h
  refine forall_congr' fun p => ?_
  have h2 : √(m p.1 : ℝ) * (ωsq * (√(m p.1 : ℝ) * u p)) = ωsq * ((m p.1 : ℝ) * u p) := by
    linear_combination (ωsq * u p) * Real.mul_self_sqrt (m p.1).2.le
  rw [key, inv_mul_eq_iff_eq_mul₀ (hne p.1), h2]

/-- The squared frequencies add up to the trace of the dynamical matrix. -/
theorem sum_sqFreq_eq_trace {Φ : Matrix (S × κ) (S × κ) ℝ} (hΦ : Φ.IsSymm) (m : S → Mass) :
    ∑ p, sqFreq hΦ m p = (dynMatrix Φ m).trace := by
  have h := (dynMatrix_isHermitian hΦ m).trace_eq_sum_eigenvalues
  simpa [sqFreq] using h.symm

/-- The squared frequencies add up to the diagonal force constants, each divided by the mass
of its site. -/
theorem sum_sqFreq {Φ : Matrix (S × κ) (S × κ) ℝ} (hΦ : Φ.IsSymm) (m : S → Mass) :
    ∑ p, sqFreq hΦ m p = ∑ p, Φ p p / (m p.1 : ℝ) := by
  rw [sum_sqFreq_eq_trace]
  simp only [Matrix.trace, diag_apply, dynMatrix, invSqrtMass, mul_diagonal, diagonal_mul]
  refine Finset.sum_congr rfl fun p _ => ?_
  have h : (√(m p.1 : ℝ))⁻¹ * (√(m p.1 : ℝ))⁻¹ = (m p.1 : ℝ)⁻¹ := by
    rw [← mul_inv, Real.mul_self_sqrt (m p.1).2.le]
  rw [div_eq_mul_inv]
  linear_combination Φ p p * h

/-- For any symmetric force constants, the summed squared frequencies for masses `(h,h)` and `(d,d)`
on sites `a` and `b` have the same total as those for `(h,d)` and `(d,h)`. -/
theorem sum_rule_four {Φ : Matrix (S × κ) (S × κ) ℝ} (hΦ : Φ.IsSymm) (m : S → Mass)
    (a b : S) (h d : Mass) :
    ∑ p, sqFreq hΦ (substituted m a b h h) p + ∑ p, sqFreq hΦ (substituted m a b d d) p =
      ∑ p, sqFreq hΦ (substituted m a b h d) p
        + ∑ p, sqFreq hΦ (substituted m a b d h) p := by
  simp only [sum_sqFreq]
  rw [← Finset.sum_add_distrib, ← Finset.sum_add_distrib]
  refine Finset.sum_congr rfl fun p _ => ?_
  simp only [substituted]
  split_ifs <;> ring

/-- A site permutation combined with an orthogonal Cartesian transformation is orthogonal. -/
theorem siteOp_orthogonal (σ : Equiv.Perm S) {R : Matrix κ κ ℝ} (hR : Rᵀ * R = 1) :
    (siteOp σ R)ᵀ * siteOp σ R = 1 := by
  have hP : (sitePerm σ)ᵀ * sitePerm σ = 1 := by
    ext i j
    by_cases hij : i = j
    · subst hij
      simp [sitePerm, Matrix.mul_apply]
    · have hji : ¬ j = i := fun h => hij h.symm
      simp [sitePerm, Matrix.mul_apply, hij, hji]
  rw [siteOp, ← kroneckerMap_transpose, ← mul_kronecker_mul, hP, hR, one_kronecker_one]

/-- A symmetry of the force constants carries the dynamical matrix with permuted masses into
the one with the original masses. -/
theorem dynMatrix_relabel {Φ : Matrix (S × κ) (S × κ) ℝ} (σ : Equiv.Perm S)
    (R : Matrix κ κ ℝ) (hsym : siteOp σ R * Φ * (siteOp σ R)ᵀ = Φ) (m : S → Mass) :
    siteOp σ R * dynMatrix Φ (fun i => m (σ i)) * (siteOp σ R)ᵀ = dynMatrix Φ m := by
  -- moving the masses through the symmetry operation relabels them
  have h1 : siteOp σ R * invSqrtMass κ (fun i => m (σ i))
      = invSqrtMass κ m * siteOp σ R := by
    ext p q
    simp only [invSqrtMass, mul_diagonal, diagonal_mul, siteOp, kroneckerMap_apply,
      sitePerm, of_apply]
    by_cases h : p.1 = σ q.1
    · rw [h]; ring
    · simp [h]
  have h2 : invSqrtMass κ (fun i => m (σ i)) * (siteOp σ R)ᵀ
      = (siteOp σ R)ᵀ * invSqrtMass κ m := by
    have h := congrArg Matrix.transpose h1
    simpa only [transpose_mul, invSqrtMass, diagonal_transpose] using h
  calc siteOp σ R * dynMatrix Φ (fun i => m (σ i)) * (siteOp σ R)ᵀ
      = (siteOp σ R * invSqrtMass κ (fun i => m (σ i))) * Φ
          * (invSqrtMass κ (fun i => m (σ i)) * (siteOp σ R)ᵀ) := by
        simp only [dynMatrix, Matrix.mul_assoc]
    _ = invSqrtMass κ m * (siteOp σ R * Φ * (siteOp σ R)ᵀ) * invSqrtMass κ m := by
        rw [h1, h2]; simp only [Matrix.mul_assoc]
    _ = dynMatrix Φ m := by rw [hsym, dynMatrix]

/-- **Isotopologue sum rule.** If a symmetry of the force constants exchanges sites `a` and `b`
and fixes the others, the summed squared frequencies for masses `(h,h)` and `(d,d)` add up to
twice those for `(h,d)`, and `(h,d)` and `(d,h)` have equal characteristic polynomials. -/
theorem isotopologue_sum_rule {Φ : Matrix (S × κ) (S × κ) ℝ} (hΦ : Φ.IsSymm)
    {a b : S} (hab : a ≠ b) {R : Matrix κ κ ℝ} (hR : Rᵀ * R = 1)
    (hsym : siteOp (Equiv.swap a b) R * Φ * (siteOp (Equiv.swap a b) R)ᵀ = Φ)
    (m : S → Mass) (h d : Mass) :
    ∑ p, sqFreq hΦ (substituted m a b h h) p + ∑ p, sqFreq hΦ (substituted m a b d d) p =
        2 * ∑ p, sqFreq hΦ (substituted m a b h d) p ∧
      (dynMatrix Φ (substituted m a b h d)).charpoly =
        (dynMatrix Φ (substituted m a b d h)).charpoly := by
  have hswap : (fun i => substituted m a b h d (Equiv.swap a b i))
      = substituted m a b d h := by
    funext i
    by_cases ha : i = a
    · rw [ha]; simp [substituted, hab.symm]
    · by_cases hb : i = b
      · rw [hb]; simp [substituted, hab.symm]
      · simp [substituted, Equiv.swap_apply_of_ne_of_ne ha hb, ha, hb]
  have hrel := dynMatrix_relabel (Equiv.swap a b) R hsym (substituted m a b h d)
  rw [hswap] at hrel
  have hG := siteOp_orthogonal (Equiv.swap a b) hR
  constructor
  · -- the two mixed isotopomers have the same trace
    have ht : ∑ p, sqFreq hΦ (substituted m a b h d) p
        = ∑ p, sqFreq hΦ (substituted m a b d h) p := by
      rw [sum_sqFreq_eq_trace, sum_sqFreq_eq_trace, ← hrel, Matrix.trace_mul_comm,
        ← Matrix.mul_assoc, hG, Matrix.one_mul]
    linarith [sum_rule_four hΦ m a b h d]
  · rw [← hrel, Matrix.charpoly_mul_comm, ← Matrix.mul_assoc, hG, Matrix.one_mul]

/-- Force constants of a three-site chain in space, with isotropic springs of strength `k`
between neighbours. -/
def chain (k : ℝ) : Matrix (Fin 3 × Fin 3) (Fin 3 × Fin 3) ℝ :=
  !![k, -k, 0; -k, 2 * k, -k; 0, -k, k] ⊗ₖ (1 : Matrix (Fin 3) (Fin 3) ℝ)

/-- The three-site chain has symmetric force constants, and they are invariant under the
inversion that exchanges its end sites. -/
theorem chain_witness (k : ℝ) :
    (chain k).IsSymm ∧ (-1 : Matrix (Fin 3) (Fin 3) ℝ)ᵀ * (-1) = 1 ∧
      siteOp (Equiv.swap 0 2) (-1) * chain k * (siteOp (Equiv.swap 0 2) (-1))ᵀ = chain k := by
  have hP : sitePerm (Equiv.swap (0 : Fin 3) 2) = !![0, 0, 1; 0, 1, 0; 1, 0, 0] := by
    ext i j
    fin_cases i <;> fin_cases j <;> simp [sitePerm, Equiv.swap_apply_def]
  refine ⟨?_, by simp, ?_⟩
  · rw [Matrix.IsSymm, chain, ← kroneckerMap_transpose, transpose_one]
    congr 1
    ext i j
    fin_cases i <;> fin_cases j <;> simp
  · rw [siteOp, chain, ← kroneckerMap_transpose, ← mul_kronecker_mul, ← mul_kronecker_mul, hP]
    congr 1
    · ext i j
      fin_cases i <;> fin_cases j <;> simp [Matrix.mul_apply, Fin.sum_univ_succ]
    · simp

end

end IsotopologueSumRule
```

```lean
#print axioms IsotopologueSumRule.mode_equation
#print axioms IsotopologueSumRule.isotopologue_sum_rule
```

```
'IsotopologueSumRule.mode_equation' depends on axioms: [propext, Classical.choice, Quot.sound]
'IsotopologueSumRule.isotopologue_sum_rule' depends on axioms: [propext, Classical.choice, Quot.sound]
```

## How the proof follows the derivation

`dynMatrix_isHermitian` supplies the symmetry that Mathlib needs to provide real eigenvalues. `mode_equation` ties them to the equation of motion: its step `key` cancels the mass weighting on the right of Φ, and the remaining factor is then moved across the equation.

`sum_sqFreq_eq_trace` takes the trace identity from Mathlib, and `sum_sqFreq` evaluates the diagonal. In `sum_rule_four`, `split_ifs` separates the cases of site a, site b and any other site, and `ring` closes each. The relation thus holds coordinate by coordinate.

`siteOp_orthogonal` multiplies the Kronecker factors separately. In `dynMatrix_relabel`, `h1` and `h2` are the two rules for moving W through G and Gᵀ, and the `calc` block is the conjugation computed above. The main theorem first shows in `hswap` that exchanging the sites turns (h, d) into (d, h), then compares traces and characteristic polynomials. `linarith` combines the equal traces with the four-term relation.

`chain_witness` checks the symmetry hypotheses on a three-site chain in space, with inversion, R = −1, exchanging the ends. The isotropic springs are a simplification: they also resist a rotation of the extended chain, which a free molecule does not. For end masses x and y and central mass m, the trace formula gives

T(x, y) = 3k (1/x + 2/m + 1/y),

from which the sum rule can be read off.

## Cyclic exchange in place of similarity

The proof turns on `Matrix.charpoly_mul_comm`, which says that XY and YX have the same characteristic polynomial for square matrices X and Y. After `rw [← hrel]`, the left side of the goal contains G D Gᵀ, where D now belongs to (d, h). The lemma moves Gᵀ to the front, reassociation produces (GᵀG) D, and `hG` replaces GᵀG by 1. No inverse of G and no determinant has to be written down. `Matrix.trace_mul_comm` does the same for the trace, so both halves of the theorem use one pattern.

## A model without square roots

The dynamics could also be stated with the matrix M⁻¹Φ, whose eigenvalue equation is the equation of motion divided by the masses. The square roots would disappear, and `mode_equation` would become almost immediate. However, M⁻¹Φ is generally not symmetric, so `sqFreq` could not be taken directly from the eigenvalues of a Hermitian matrix. The sum could instead run over the roots of the characteristic polynomial, and their reality would then need an argument of its own, for example by similarity to D(m).
